# The shape inequality $m_2m_4-m_3^2-m_2^3\ge 0$ for a Hermitian Hamiltonian and a normalised state of zero mean energy

An electron on one atom of a tight-binding solid has a local density of states: the energy levels of the whole system, each weighted by the squared magnitude of its overlap with that atom's orbital. Bond-order potentials describe this distribution by its first few moments, which can be found by hopping around the neighbourhood of the atom without diagonalising anything. The fourth moment enters through a dimensionless number that is small when the distribution has two well-separated peaks and larger when weight sits in the middle. How small can this number get?

Let $H$ be the one-electron Hamiltonian, $e$ a normalised state and $m_n=\langle e,H^n e\rangle$ its moments. Measure energies from the mean energy of $e$, so that $m_1=0$. The number is then
$$s=\frac{m_4}{m_2^2}-\frac{m_3^2}{m_2^3}-1 ,$$
and it is never negative when it is defined, that is, when $m_2\neq0$. For a non-interacting tight-binding model this gives a simple check on computed moments: a value of $s$ below zero by more than rounding error cannot come from a Hermitian $H$.

## States, operators and moments

```lean
import Mathlib

open Matrix

namespace BondOrderShape

noncomputable section

variable {E : Type*} [NormedAddCommGroup E] [InnerProductSpace ℂ E]
```

The last line introduces the space of states: `E` is a complex vector space with an inner product. Its dimension may be finite or infinite.

```lean
/-- The `n`-th moment of the operator `T` in the state `e`: the real part of `⟨e, Tⁿ e⟩`. -/
def moment (T : E →ₗ[ℂ] E) (e : E) (n : ℕ) : ℝ := (inner ℂ e ((T ^ n) e)).re
```

The Hamiltonian $H$ is called `T` in the code. The type `E →ₗ[ℂ] E` says that it is a complex-linear map from the space to itself, defined on every vector. A Hamiltonian that is defined only on part of its Hilbert space is therefore not directly of this type.

The definition reads $m_n=\mathrm{Re}\,\langle e,H^ne\rangle$. For Hermitian $H$ the inner product is already real, and taking `.re` merely turns it into a real number as far as Lean's types are concerned. As in physics, the inner product is conjugate-linear in its first slot.

```lean
/-- The dimensionless shape parameter `m₄/m₂² - m₃²/m₂³ - 1` of a local spectrum with vanishing
first moment; the value has this meaning only for `m₂ ≠ 0`. -/
def shapeParameter (T : E →ₗ[ℂ] E) (e : E) : ℝ :=
  moment T e 4 / moment T e 2 ^ 2 - moment T e 3 ^ 2 / moment T e 2 ^ 3 - 1
```

This is $s$, written as above. It is meaningful when $m_2\neq0$, and the theorem about it will carry a hypothesis that ensures this.

## A squared norm made of moments

```lean
/-- For a symmetric Hamiltonian and a unit vector `e`, the squared norm of
`(a H² + b H + c) e` with real `a, b, c` is a quadratic form built from the first four moments. -/
theorem norm_sq_quadratic {T : E →ₗ[ℂ] E} (hT : T.IsSymmetric) {e : E} (he : ‖e‖ = 1)
    (a b c : ℝ) :
    ‖(a : ℂ) • T (T e) + (b : ℂ) • T e + (c : ℂ) • e‖ ^ 2 =
      a ^ 2 * moment T e 4 + 2 * a * b * moment T e 3 + (b ^ 2 + 2 * a * c) * moment T e 2
        + 2 * b * c * moment T e 1 + c ^ 2 := by
  have h (x y : E) : inner ℂ (T x) y = inner ℂ x (T y) := hT x y
  have he1 : inner ℂ e e = (1 : ℂ) := by
    rw [inner_self_eq_norm_sq_to_K, he]; simp
  have h0 (v : E) : ‖v‖ ^ 2 = (inner ℂ v v).re := (inner_self_eq_norm_sq (𝕜 := ℂ) v).symm
  -- symmetry moves every Hamiltonian to the right-hand slot
  rw [h0]
  simp only [moment, pow_succ, pow_zero, one_mul, Module.End.mul_apply, inner_add_left,
    inner_add_right, inner_smul_left, inner_smul_right, Complex.conj_ofReal, h, he1,
    Complex.add_re, Complex.re_ofReal_mul, Complex.one_re]
  ring
```

A Lean theorem lists its hypotheses first, then a colon, then the claim; the proof follows `:= by`. Here `hT : T.IsSymmetric` says $\langle Hx,y\rangle=\langle x,Hy\rangle$ for all $x,y$, and `he` says $\|e\|=1$. The claim is that, for real $a,b,c$,
$$\|(aH^2+bH+c)e\|^2=a^2m_4+2ab\,m_3+(b^2+2ac)\,m_2+2bc\,m_1+c^2 .$$

By hand, expand the square into nine inner products. Symmetry moves every $H$ to the right:
$$\langle H^pe,H^qe\rangle=\langle e,H^{p+q}e\rangle .$$
The real part of this is $m_{p+q}$, with $m_0=1$. Now collect terms:

- $H^2e$ with itself gives $a^2m_4$.
- $H^2e$ with $He$, in both orders, gives $2ab\,m_3$.
- $He$ with itself gives $b^2m_2$, and $H^2e$ with $e$, in both orders, gives $2ac\,m_2$.
- $He$ with $e$, in both orders, gives $2bc\,m_1$.
- $e$ with itself gives $c^2$.

The Lean proof does the same. Each `have` records an intermediate fact: `h` is the symmetry, `he1` is $\langle e,e\rangle=1$, and `h0` turns a squared norm into an inner product. The `simp only` step expands and moves the Hamiltonians across, and `ring` checks the remaining algebra.

## From a nonnegative quadratic to a determinant

```lean
/-- For a symmetric Hamiltonian and a unit vector, the Hankel determinant of the moments
`m₀ = 1, m₁, …, m₄` is nonnegative. -/
theorem hankel_det_nonneg {T : E →ₗ[ℂ] E} (hT : T.IsSymmetric) {e : E} (he : ‖e‖ = 1) :
    0 ≤ (!![1, moment T e 1, moment T e 2;
            moment T e 1, moment T e 2, moment T e 3;
            moment T e 2, moment T e 3, moment T e 4]).det := by
  have pos (a b c : ℝ) : 0 ≤ a ^ 2 * moment T e 4 + 2 * a * b * moment T e 3
      + (b ^ 2 + 2 * a * c) * moment T e 2 + 2 * b * c * moment T e 1 + c ^ 2 := by
    rw [← norm_sq_quadratic hT he a b c]
    positivity
  -- choose the constant term so that the vector is orthogonal to `e`
  have hd : discrim (moment T e 2 - moment T e 1 ^ 2)
      (2 * (moment T e 3 - moment T e 1 * moment T e 2))
      (moment T e 4 - moment T e 2 ^ 2) ≤ 0 := by
    apply discrim_le_zero
    intro x
    have := pos 1 x (-(moment T e 2 + x * moment T e 1))
    linarith
  rw [Matrix.det_fin_three]
  simp only [discrim] at hd
  simp
  linarith
```

The notation `!![...]` writes out a matrix row by row. The theorem states
$$\det\begin{pmatrix}1&m_1&m_2\\ m_1&m_2&m_3\\ m_2&m_3&m_4\end{pmatrix}\ge0 ,$$
with no condition on $m_1$.

A squared norm is nonnegative, which is the fact `pos`. Take $a=1$, $b=x$ and $c=-(m_2+xm_1)$. This $c$ makes the vector $(H^2+xH+c)e$ orthogonal to $e$. Its squared norm is
$$m_4+2xm_3+x^2m_2+2c(m_2+xm_1)+c^2=m_4+2xm_3+x^2m_2-(m_2+xm_1)^2 ,$$
and sorting by powers of $x$ gives
$$(m_2-m_1^2)\,x^2+2(m_3-m_1m_2)\,x+(m_4-m_2^2)\ge0\quad\text{for every real }x .$$

A quadratic that never goes negative has a discriminant that is at most zero. This remains true if the coefficient of $x^2$ vanishes, since a straight line that never goes negative has zero slope. Hence
$$(m_2-m_1^2)(m_4-m_2^2)-(m_3-m_1m_2)^2\ge0 ,$$
and the left-hand side is the determinant, multiplied out.

In the code, `discrim_le_zero` is the library's statement about discriminants, and `hd` is its result for this quadratic. `Matrix.det_fin_three` expands the determinant, and `linarith`, which derives inequalities from known ones by linear combination, matches the two.

## The shape inequality

```lean
/-- Shape inequality: for a symmetric Hamiltonian and a unit vector with `m₁ = 0`,
`m₂ m₄ - m₃² - m₂³ ≥ 0`. -/
theorem shape_nonneg {T : E →ₗ[ℂ] E} (hT : T.IsSymmetric) {e : E} (he : ‖e‖ = 1)
    (h1 : moment T e 1 = 0) :
    0 ≤ moment T e 2 * moment T e 4 - moment T e 3 ^ 2 - moment T e 2 ^ 3 := by
  have h := hankel_det_nonneg hT he
  rw [Matrix.det_fin_three] at h
  simp [h1] at h
  linarith
```

The new hypothesis `h1` is $m_1=0$. It stands for the choice of energy zero: the mean energy of an electron in the state $e$ is taken as the origin. Putting $m_1=0$ into the last inequality gives
$$m_2(m_4-m_2^2)-m_3^2=m_2m_4-m_3^2-m_2^3\ge0 .$$
The Lean proof takes the determinant inequality, expands it, substitutes `h1` and rearranges.

## When equality holds

```lean
/-- For a symmetric Hamiltonian and a unit vector with `m₁ = 0`, equality holds in the shape
inequality exactly when `m₂ H² e = m₃ H e + m₂² e`. -/
theorem shape_eq_zero_iff {T : E →ₗ[ℂ] E} (hT : T.IsSymmetric) {e : E} (he : ‖e‖ = 1)
    (h1 : moment T e 1 = 0) :
    moment T e 2 * moment T e 4 - moment T e 3 ^ 2 - moment T e 2 ^ 3 = 0 ↔
      (moment T e 2 : ℂ) • T (T e) =
        (moment T e 3 : ℂ) • T e + ((moment T e 2 : ℂ) ^ 2) • e := by
  -- the squared norm of the difference is `m₂` times the shape expression
  have hr : ‖(moment T e 2 : ℂ) • T (T e) -
      ((moment T e 3 : ℂ) • T e + ((moment T e 2 : ℂ) ^ 2) • e)‖ ^ 2 =
      moment T e 2 * (moment T e 2 * moment T e 4 - moment T e 3 ^ 2 - moment T e 2 ^ 3) := by
    have h := norm_sq_quadratic hT he (moment T e 2) (-moment T e 3) (-moment T e 2 ^ 2)
    have hv : (moment T e 2 : ℂ) • T (T e) -
        ((moment T e 3 : ℂ) • T e + ((moment T e 2 : ℂ) ^ 2) • e) =
        (moment T e 2 : ℂ) • T (T e) + ((-moment T e 3 : ℝ) : ℂ) • T e
          + ((-moment T e 2 ^ 2 : ℝ) : ℂ) • e := by
      push_cast
      module
    rw [hv, h, h1]
    ring
  constructor
  · intro hD
    rw [hD, mul_zero] at hr
    exact sub_eq_zero.mp (norm_eq_zero.mp (pow_eq_zero_iff two_ne_zero |>.mp hr))
  · intro hv
    rw [sub_eq_zero.mpr hv, norm_zero, zero_pow two_ne_zero] at hr
    rcases mul_eq_zero.mp hr.symm with h2 | hD
    · -- without spread the expression is `-m₃²`, which is also nonnegative
      have hn := shape_nonneg hT he h1
      rw [h2] at hn ⊢
      nlinarith [sq_nonneg (moment T e 3)]
    · exact hD
```

The symbol `↔` means "if and only if". Write $D=m_2m_4-m_3^2-m_2^3$. The theorem says that $D=0$ exactly when
$$m_2H^2e=m_3He+m_2^2e .$$

Let $r$ be the left side minus the right side. It has the form treated earlier, with $a=m_2$, $b=-m_3$ and $c=-m_2^2$. With $m_1=0$,
$$\|r\|^2=m_2^2m_4-2m_2m_3^2+(m_3^2-2m_2^3)m_2+m_2^4=m_2D .$$
This is the fact `hr`. The two directions, which `constructor` separates, are now short:

- If $D=0$, then $\|r\|=0$, so $r=0$.
- If $r=0$, then $m_2D=0$. Either $D=0$ at once, or $m_2=0$. In the second case $D=-m_3^2\le0$, while the shape inequality gives $D\ge0$, so again $D=0$.

The physical picture for $m_2>0$ is that $H$ then maps the plane spanned by $e$ and $He$ into itself. The state $e$ is a superposition of eigenstates from just two energy levels, and its local density of states consists of two sharp lines. This is the extreme bimodal case.

## The dimensionless parameter

```lean
/-- For a symmetric Hamiltonian and a unit vector with `m₁ = 0` and `H e ≠ 0`, the
dimensionless shape parameter is nonnegative. -/
theorem shapeParameter_nonneg {T : E →ₗ[ℂ] E} (hT : T.IsSymmetric) {e : E} (he : ‖e‖ = 1)
    (h1 : moment T e 1 = 0) (hne : T e ≠ 0) : 0 ≤ shapeParameter T e := by
  have h2 : ‖T e‖ ^ 2 = moment T e 2 := by
    have h := norm_sq_quadratic hT he 0 1 0
    simpa using h
  have hpos : 0 < moment T e 2 := by
    rw [← h2]
    exact pow_pos (norm_pos_iff.mpr hne) 2
  have hs : shapeParameter T e =
      (moment T e 2 * moment T e 4 - moment T e 3 ^ 2 - moment T e 2 ^ 3)
        / moment T e 2 ^ 3 := by
    unfold shapeParameter
    field_simp
  rw [hs]
  exact div_nonneg (shape_nonneg hT he h1) (pow_pos hpos 3).le
```

Here `hne` says $He\neq0$. Since $m_1=0$, this means that $e$ is not an eigenstate; in a tight-binding model, the orbital is coupled to something. The earlier formula with $a=c=0$ and $b=1$ gives $m_2=\|He\|^2$, which is therefore positive. Dividing the shape expression by $m_2^3$ yields
$$s=\frac{m_2m_4-m_3^2-m_2^3}{m_2^3}\ge0 .$$
The steps `h2`, `hpos` and `hs` are these three statements in order; `field_simp` clears the denominators.

## Sites of a tight-binding matrix

```lean
variable {n : Type*} [Fintype n] [DecidableEq n]

/-- The shape expression `m₂ m₄ - m₃² - m₂³` at site `i`, with `m_k` the real part of the
diagonal entry `(H^k)ᵢᵢ`. -/
def siteShape (H : Matrix n n ℂ) (i : n) : ℝ :=
  ((H ^ 2) i i).re * ((H ^ 4) i i).re - ((H ^ 3) i i).re ^ 2 - ((H ^ 2) i i).re ^ 3
```

The letter `n` now denotes a finite set of site labels, with one orbital per label, and `H` is a complex matrix indexed by them. `siteShape H i` is the expression $D$ with $m_k=\mathrm{Re}\,(H^k)_{ii}$.

Multiplying out $(H^k)_{ii}$ gives a sum over closed walks of $k$ steps that start and end at site $i$, each weighted by the product of the matrix elements along the way. A step may stay on a site, in which case it contributes that site's on-site energy.

```lean
/-- The moments of a matrix Hamiltonian in the orbital of site `i` are the real parts of the
diagonal entries of its powers. -/
theorem moment_site (H : Matrix n n ℂ) (i : n) (k : ℕ) :
    moment (Matrix.toEuclideanLin H) (EuclideanSpace.single i 1) k = ((H ^ k) i i).re := by
  have key : ∀ v : EuclideanSpace ℂ n,
      ((Matrix.toEuclideanLin H) ^ k) v = WithLp.toLp 2 ((H ^ k) *ᵥ v.ofLp) := by
    induction k with
    | zero => intro v; simp
    | succ k ih =>
      intro v
      rw [pow_succ, Module.End.mul_apply, ih, pow_succ, ← Matrix.mulVec_mulVec]
      rfl
  rw [moment, key, EuclideanSpace.inner_single_left]
  simp
```

This theorem connects the two descriptions. `Matrix.toEuclideanLin H` is the matrix regarded as an operator, and `EuclideanSpace.single i 1` is the orbital of site $i$: the vector with entry 1 at $i$ and 0 elsewhere. The sites thus form an orthonormal basis, so models with overlapping orbitals are not treated in this form.

The fact `key` says that applying the operator $k$ times equals multiplying by the matrix $H^k$. It is proved by induction on $k$: the case $k=0$ is immediate, and one more application of the operator supplies one more factor of $H$. Taking the inner product with the orbital of site $i$ then picks out the diagonal entry $(H^k)_{ii}$.

```lean
/-- For a Hermitian matrix Hamiltonian and a site with zero on-site energy, the shape
expression of the local moments is nonnegative. -/
theorem siteShape_nonneg {H : Matrix n n ℂ} (hH : H.IsHermitian) (i : n) (hi : H i i = 0) :
    0 ≤ siteShape H i := by
  have h := shape_nonneg (isSymmetric_toEuclideanLin_iff.mpr hH)
    (e := EuclideanSpace.single i 1) (by simp) (by rw [moment_site]; simp [hi])
  simpa only [moment_site, siteShape] using h
```

For a Hermitian matrix and a site with $H_{ii}=0$, the expression $D$ at that site is nonnegative. The condition `hi` is $m_1=0$ in matrix language: the on-site energy of site $i$ is the energy zero. Other sites may have any on-site energies. The proof applies `shape_nonneg` to the site orbital and translates the moments with `moment_site`.

## A three-site chain

```lean
/-- The open three-site chain with zero on-site energies and real hopping `β`. -/
def chain (β : ℝ) : Matrix (Fin 3) (Fin 3) ℂ :=
  !![0, (β : ℂ), 0; (β : ℂ), 0, (β : ℂ); 0, (β : ℂ), 0]
```

`Fin 3` is the label set $\{0,1,2\}$, so sites 0 and 2 are the ends and site 1 is the centre. Neighbours are joined by a real hopping $\beta$. This is the Hückel model of the allyl $\pi$ system, with energies measured from the carbon on-site energy.

```lean
/-- The three-site chain is Hermitian; its shape expression is `β⁶` at an end site and zero at
the central site. -/
theorem chain_witness (β : ℝ) :
    (chain β).IsHermitian ∧ siteShape (chain β) 0 = β ^ 6 ∧ siteShape (chain β) 1 = 0 := by
  refine ⟨?_, ?_, ?_⟩
  · ext i j
    fin_cases i <;> fin_cases j <;> simp [chain]
  · simp [siteShape, chain, pow_succ, Matrix.mul_apply, Fin.sum_univ_succ]
    ring
  · simp [siteShape, chain, pow_succ, Matrix.mul_apply, Fin.sum_univ_succ]
    ring

end

end BondOrderShape
```

The sign `∧` means "and": the matrix is Hermitian, $D=\beta^6$ at site 0, and $D=0$ at site 1. Counting walks confirms both values. The on-site energies are zero, so a walk that stays on a site at any step contributes nothing, and only walks that hop at every step are counted here. No such closed walk on this chain has three steps, so $m_3=0$ everywhere.

- From site 0, the only two-step walk is $0\to1\to0$, so $m_2=\beta^2$. The four-step walks are $0\to1\to0\to1\to0$ and $0\to1\to2\to1\to0$, so $m_4=2\beta^4$. Hence $D=2\beta^6-\beta^6=\beta^6$.
- From site 1, each excursion can go to either end, so $m_2=2\beta^2$ and $m_4=4\beta^4$. Hence $D=8\beta^6-8\beta^6=0$.

For $\beta\neq0$ the inequality is thus strict at the end and an equality at the centre, with $s=1$ and $s=0$ respectively. The energy levels show why. They are $0$ and $\pm\sqrt2\,\beta$, and the level at zero has a node on the central site. The centre sees only two levels, while the end sees all three.

In the proof, `fin_cases` checks the Hermitian condition entry by entry. For the other two claims, `simp` multiplies out the matrix powers and `ring` finishes the algebra.

```lean
#print axioms BondOrderShape.shape_eq_zero_iff
-- 'BondOrderShape.shape_eq_zero_iff' depends on axioms: [propext, Classical.choice, Quot.sound]
#print axioms BondOrderShape.shapeParameter_nonneg
-- 'BondOrderShape.shapeParameter_nonneg' depends on axioms: [propext, Classical.choice, Quot.sound]
#print axioms BondOrderShape.siteShape_nonneg
-- 'BondOrderShape.siteShape_nonneg' depends on axioms: [propext, Classical.choice, Quot.sound]
```
